# Thouless amplitudes parametrise the real projectors of fixed rank with an invertible occupied block

An optimiser that minimises a Hartree–Fock or Kohn–Sham energy directly can vary a rectangular matrix $Z$ of virtual–occupied amplitudes, with no constraint on its entries. One way to evaluate the energy at a new $Z$ is to turn $Z$ into a density matrix first. For real orbitals in a finite orthonormal basis, the formula below does this for every $Z$, and it reaches every single-determinant density matrix that has as many electrons as the reference and an invertible occupied block.

## From amplitudes to a projector and back

Take $k$ occupied and $m$ virtual reference orbitals, orthonormal and real, and let $Z$ be a real $m\times k$ matrix. Define

$$C=\begin{pmatrix}1\\ Z\end{pmatrix},\qquad S=1+Z^TZ,\qquad P=C\,S^{-1}C^T .$$

Column $i$ of $C$ is occupied orbital $i$ with virtual orbitals mixed in. These columns are not orthonormal unless $Z=0$: column $i$ has squared norm $1+\sum_a Z_{ai}^2$, and $S^{-1}$ corrects for both the norms and the mutual overlaps.

**The overlap is invertible.** For $x\neq0$ we have $x^TSx=|x|^2+|Zx|^2>0$, so $S$ is positive definite. Block multiplication gives $C^TC=1+Z^TZ=S$.

**$P$ is a projector of trace $k$.** Since $S$ is symmetric, so are $S^{-1}$ and $P$. Next,

$$PC=C\,S^{-1}(C^TC)=C,\qquad P^2=(PC)\,S^{-1}C^T=C\,S^{-1}C^T=P,$$

and by cyclicity $\operatorname{tr}P=\operatorname{tr}(C^TC\,S^{-1})=\operatorname{tr}1=k$.

**$Z$ can be read off from $P$.** Multiplying out the blocks,

$$P=\begin{pmatrix}S^{-1}&S^{-1}Z^T\\ ZS^{-1}&ZS^{-1}Z^T\end{pmatrix}.$$

Hence $P_{11}=S^{-1}$ is invertible and $P_{21}P_{11}^{-1}=ZS^{-1}S=Z$. Different amplitudes therefore give different density matrices.

**Projectors of trace $k$ with invertible $P_{11}$ are all reached.** Let $P$ now be any symmetric idempotent of trace $k$ with $P_{11}$ invertible. Put $Z=P_{21}P_{11}^{-1}$, let $C$ be its frame and $R$ its density matrix. With $E=\begin{pmatrix}1\\0\end{pmatrix}$, the product $PE$ consists of the occupied columns of $P$, so

$$PE\,P_{11}^{-1}=\begin{pmatrix}P_{11}\\P_{21}\end{pmatrix}P_{11}^{-1}=C,\qquad PC=P^2E\,P_{11}^{-1}=PE\,P_{11}^{-1}=C .$$

Since $R$ begins with a factor $C$, this gives $PR=R$, and transposing gives $RP=R$. The difference $Q=P-R$ is symmetric and satisfies

$$Q^TQ=P^2-PR-RP+R^2=P-R-R+R=Q .$$

Therefore $\sum_{ij}Q_{ij}^2=\operatorname{tr}Q^TQ=\operatorname{tr}Q=k-k=0$, which forces $Q=0$ and $P=R$.

**Some projectors are missed.** For $k=m=1$ and $Z=t$, the normalised orbital is $(1,t)^T/\sqrt{1+t^2}$ and

$$P=\frac1{1+t^2}\begin{pmatrix}1&t\\t&t^2\end{pmatrix}.$$

The projector $\operatorname{diag}(0,1)$ onto the virtual orbital is approached as $|t|\to\infty$, but no finite $t$ gives it, because $P_{11}=1/(1+t^2)$ is never zero.

The condition on $P_{11}$ has a direct physical meaning: $\det P_{11}$ is the squared overlap between the normalised determinant described by $P$ and the reference determinant. Invertibility says that the two are not orthogonal. Thouless's theorem in its usual form writes such a determinant, up to a nonzero factor, as the exponential of a single-excitation operator acting on the reference; the statements here concern one-particle density matrices and involve neither Fock space nor that exponential.

The same argument also describes the virtual space. Let $D=\begin{pmatrix}-Z^T\\1\end{pmatrix}$, so that $C^TD=0$ and $D^TD=1+ZZ^T$. Then $1-P$ is a projector of trace $m$ that fixes $D$, and comparing it with the projector built from $D$ gives $1-P=D(1+ZZ^T)^{-1}D^T$. This companion formula is left as a derivation by hand and is not formalised below.

## Orbitals, frame and density matrix in Lean

The finite types `o` and `v` label the occupied and virtual reference orbitals, and either may be empty. The full one-particle basis is indexed by the disjoint sum `o ⊕ v`, which keeps the block structure in the type.

```lean
import Mathlib

open Matrix

namespace ThoulessChart

noncomputable section

variable {o v : Type*} [Fintype o] [DecidableEq o] [Fintype v]
```

The frame $C$ is the identity stacked over $Z$. Its type, `Matrix (o ⊕ v) o ℝ`, has one column per occupied orbital.

```lean
/-- The Thouless frame `C`: the identity on the occupied orbitals stacked over the
virtual-occupied amplitudes `Z`. -/
def occFrame (Z : Matrix v o ℝ) : Matrix (o ⊕ v) o ℝ := fromRows 1 Z
```

The overlap $S$ refers to the columns of $C$. The underlying basis is taken to be orthonormal, so an atomic-orbital overlap matrix does not appear and would have to be transformed away first.

```lean
/-- The matrix `1 + Zᵀ Z`, which is the overlap matrix of the columns of the Thouless frame (see
`frame_overlap`). -/
def overlap (Z : Matrix v o ℝ) : Matrix o o ℝ := 1 + Zᵀ * Z
```

The density matrix counts each occupied orbital once, as for spin orbitals. A closed-shell density matrix with double occupation would be twice this one.

```lean
/-- The one-particle density matrix `P = C (1 + Zᵀ Z)⁻¹ Cᵀ` with amplitudes `Z`. -/
def density (Z : Matrix v o ℝ) : Matrix (o ⊕ v) (o ⊕ v) ℝ :=
  occFrame Z * (overlap Z)⁻¹ * (occFrame Z)ᵀ
```

## The projector properties

Invertibility is expressed by saying that the determinant is a unit, which over the reals means that it is nonzero. The proof adds the positive definite identity to the positive semidefinite $Z^TZ$, just as $|x|^2$ and $|Zx|^2$ were added above. Mathlib states the semidefiniteness with the conjugate transpose, which for real matrices is the ordinary transpose.

```lean
/-- The overlap matrix `1 + Zᵀ Z` is invertible for all real amplitudes `Z`. -/
theorem overlap_isUnit (Z : Matrix v o ℝ) : IsUnit (overlap Z).det := by
  -- the identity plus a positive semidefinite matrix is positive definite
  have h : (1 + Zᴴ * Z : Matrix o o ℝ).PosDef :=
    Matrix.PosDef.one.add_posSemidef (Matrix.posSemidef_conjTranspose_mul_self Z)
  rw [conjTranspose_eq_transpose_of_trivial] at h
  exact h.det_pos.ne'.isUnit
```

The identity $C^TC=S$ is a block product.

```lean
/-- The mutual overlaps of the columns of the Thouless frame are `Cᵀ C = 1 + Zᵀ Z`. -/
theorem frame_overlap (Z : Matrix v o ℝ) :
    (occFrame Z)ᵀ * occFrame Z = overlap Z := by
  simp [occFrame, overlap, transpose_fromRows, fromCols_mul_fromRows]
```

With it, $PC=C$ follows by regrouping the factors and cancelling $S^{-1}S$.

```lean
/-- The density matrix leaves every Thouless orbital unchanged: `P C = C`. -/
theorem density_mul_frame (Z : Matrix v o ℝ) :
    density Z * occFrame Z = occFrame Z := by
  rw [density, Matrix.mul_assoc, frame_overlap, Matrix.mul_assoc,
    nonsing_inv_mul _ (overlap_isUnit Z), Matrix.mul_one]
```

Symmetry comes from $S^T=S$. The `calc` block for idempotency exposes the factor $PC$ inside $P^2$ and replaces it by $C$.

```lean
/-- The density matrix is symmetric and idempotent. -/
theorem density_projector (Z : Matrix v o ℝ) :
    (density Z)ᵀ = density Z ∧ density Z * density Z = density Z := by
  constructor
  · have hS : (overlap Z)ᵀ = overlap Z := by simp [overlap]
    simp only [density, transpose_mul, transpose_transpose, transpose_nonsing_inv, hS,
      Matrix.mul_assoc]
  · calc density Z * density Z
        = density Z * occFrame Z * (overlap Z)⁻¹ * (occFrame Z)ᵀ := by
          simp only [density, Matrix.mul_assoc]
      _ = density Z := by rw [density_mul_frame, density]
```

For the trace, `trace_mul_comm` supplies the cyclic step. The value is `Fintype.card o`, the number $k$ of occupied orbitals.

```lean
/-- The trace of the density matrix is the number of occupied orbitals. -/
theorem density_trace (Z : Matrix v o ℝ) : (density Z).trace = Fintype.card o := by
  rw [density, trace_mul_comm, ← Matrix.mul_assoc, frame_overlap,
    mul_nonsing_inv _ (overlap_isUnit Z), trace_one]
```

The next lemma is the block matrix displayed earlier, with the occupied block first.

```lean
/-- The occupied and virtual blocks of the density matrix, written with `Z` and the
inverse overlap. -/
theorem density_blocks (Z : Matrix v o ℝ) :
    density Z = fromBlocks (overlap Z)⁻¹ ((overlap Z)⁻¹ * Zᵀ)
      (Z * (overlap Z)⁻¹) (Z * (overlap Z)⁻¹ * Zᵀ) := by
  rw [density, occFrame, transpose_fromRows, fromRows_mul, fromRows_mul_fromCols]
  simp
```

The main theorem collects these properties and adds the recovery of $Z$. `toBlocks₁₁` is the occupied–occupied block and `toBlocks₂₁` the virtual–occupied one. Once the blocks are substituted, the last two claims reduce to the invertibility of $S^{-1}$ and to $ZS^{-1}S=Z$.

```lean
/-- **Thouless chart.** For all real amplitudes `Z` the overlap `1 + Zᵀ Z` is invertible, and
`P = C (1 + Zᵀ Z)⁻¹ Cᵀ` is a symmetric idempotent whose trace is the number of occupied
orbitals; its occupied block is invertible and `Z = P₂₁ P₁₁⁻¹`. -/
theorem thouless_chart (Z : Matrix v o ℝ) :
    IsUnit (overlap Z).det ∧ (density Z)ᵀ = density Z ∧
      density Z * density Z = density Z ∧ (density Z).trace = Fintype.card o ∧
      IsUnit (density Z).toBlocks₁₁.det ∧
      Z = (density Z).toBlocks₂₁ * (density Z).toBlocks₁₁⁻¹ := by
  have h := overlap_isUnit Z
  refine ⟨h, (density_projector Z).1, (density_projector Z).2, density_trace Z, ?_, ?_⟩
  · rw [density_blocks, toBlocks_fromBlocks₁₁]
    exact isUnit_nonsing_inv_det _ h
  · rw [density_blocks, toBlocks_fromBlocks₂₁, toBlocks_fromBlocks₁₁,
      nonsing_inv_nonsing_inv _ h, Matrix.mul_assoc, nonsing_inv_mul _ h, Matrix.mul_one]
```

## Which projectors the amplitudes reach

The comparison of two projectors is a lemma of its own. It assumes that $P$ is a symmetric idempotent of the right trace and that it fixes the frame of $Z$, and it concludes that $P$ is the density matrix of $Z$. Inside the proof, `key` says that a real matrix $Q$ with $\operatorname{tr}Q^TQ=0$ vanishes, since a sum of nonnegative terms is zero only if each term is. The steps `hPR` and `hRP` are $PR=R$ and $RP=R$, and `hQ` is $Q^TQ=Q$.

```lean
/-- A symmetric idempotent whose trace is the number of occupied orbitals and which leaves
the Thouless orbitals of `Z` unchanged is the density matrix of `Z`. -/
theorem eq_density_of_fixes_frame (P : Matrix (o ⊕ v) (o ⊕ v) ℝ) (Z : Matrix v o ℝ)
    (hs : Pᵀ = P) (hi : P * P = P) (ht : P.trace = Fintype.card o)
    (hC : P * occFrame Z = occFrame Z) : P = density Z := by
  obtain ⟨hRs, hRi⟩ := density_projector Z
  -- a real matrix whose squared entries sum to zero vanishes
  have key : ∀ Q : Matrix (o ⊕ v) (o ⊕ v) ℝ, (Qᵀ * Q).trace = 0 → Q = 0 := by
    intro Q h
    ext i j
    have h1 : ∑ j, ∑ i, Q i j * Q i j = 0 := h
    rw [Finset.sum_eq_zero_iff_of_nonneg
      (fun _ _ => Finset.sum_nonneg fun _ _ => mul_self_nonneg _)] at h1
    have h2 := h1 j (Finset.mem_univ j)
    rw [Finset.sum_eq_zero_iff_of_nonneg (fun _ _ => mul_self_nonneg _)] at h2
    exact mul_self_eq_zero.mp (h2 i (Finset.mem_univ i))
  have hPR : P * density Z = density Z := by
    rw [density, ← Matrix.mul_assoc, ← Matrix.mul_assoc, hC]
  have hRP : density Z * P = density Z := by
    have h := congrArg Matrix.transpose hPR
    rwa [transpose_mul, hRs, hs] at h
  -- the difference `Q` of the two projectors satisfies `Qᵀ Q = Q`
  have hQ : (P - density Z)ᵀ * (P - density Z) = P - density Z := by
    rw [transpose_sub, hs, hRs, Matrix.sub_mul, Matrix.mul_sub, Matrix.mul_sub,
      hi, hPR, hRP, hRi, sub_self, sub_zero]
  apply sub_eq_zero.mp
  apply key
  rw [hQ, trace_sub, ht, density_trace, sub_self]
```

The converse then only has to show that $P$ fixes the frame of $P_{21}P_{11}^{-1}$. Here `hcol` identifies $PE$ with the occupied columns of $P$, checking occupied and virtual rows separately, and `hC` writes $C=PE\,P_{11}^{-1}$. The last line uses $P^2=P$. The hypothesis `hu` is the non-orthogonality condition discussed above.

```lean
/-- Every symmetric idempotent `P` whose trace is the number of occupied orbitals and whose
occupied block is invertible is the density matrix with amplitudes `P₂₁ P₁₁⁻¹`. -/
theorem thouless_chart_converse (P : Matrix (o ⊕ v) (o ⊕ v) ℝ)
    (hs : Pᵀ = P) (hi : P * P = P) (ht : P.trace = Fintype.card o)
    (hu : IsUnit P.toBlocks₁₁.det) :
    P = density (P.toBlocks₂₁ * P.toBlocks₁₁⁻¹) := by
  apply eq_density_of_fixes_frame P _ hs hi ht
  -- the frame is made of the occupied columns of `P`, renormalised by `P₁₁⁻¹`
  have hcol : P * fromRows (1 : Matrix o o ℝ) (0 : Matrix v o ℝ)
      = fromRows P.toBlocks₁₁ P.toBlocks₂₁ := by
    ext i j
    rcases i with i | i <;>
      simp [Matrix.mul_apply, Fintype.sum_sum_type, Matrix.one_apply, toBlocks₁₁, toBlocks₂₁]
  have hC : occFrame (P.toBlocks₂₁ * P.toBlocks₁₁⁻¹)
      = P * fromRows (1 : Matrix o o ℝ) (0 : Matrix v o ℝ) * P.toBlocks₁₁⁻¹ := by
    rw [hcol, fromRows_mul, mul_nonsing_inv _ hu, occFrame]
  rw [hC, ← Matrix.mul_assoc, ← Matrix.mul_assoc, hi]
```

Together, the two theorems give a one-to-one correspondence between real matrices $Z$ and symmetric idempotents of trace $k$ with invertible occupied block. They are algebraic statements: the smoothness of the map, which the word "chart" suggests in geometry, is not addressed.

The final theorem treats the two-orbital exception, with the one-element type `Unit` for both `o` and `v`. If some $Z$ produced the virtual projector, the main theorem would make its occupied block invertible, yet that block is zero. An optimiser working in $Z$ around a fixed reference therefore cannot land on this state at finite amplitudes; choosing a new reference that overlaps with it brings it within reach.

```lean
/-- With one occupied and one virtual orbital, the projector onto the virtual orbital is a
symmetric idempotent of trace one that is not the density matrix of any amplitude `Z`. -/
theorem virtual_projector_outside_chart :
    let P : Matrix (Unit ⊕ Unit) (Unit ⊕ Unit) ℝ := fromBlocks 0 0 0 1
    Pᵀ = P ∧ P * P = P ∧ P.trace = 1 ∧ ∀ Z : Matrix Unit Unit ℝ, density Z ≠ P := by
  intro P
  refine ⟨?_, ?_, ?_, ?_⟩
  · simp [P, fromBlocks_transpose]
  · simp [P, fromBlocks_multiply]
  · simp [P, Matrix.trace, Fintype.sum_sum_type]
  · intro Z h
    -- the occupied block would have to be invertible, but it is zero
    have hu := (thouless_chart Z).2.2.2.2.1
    rw [h, toBlocks_fromBlocks₁₁] at hu
    simp at hu

end

end ThoulessChart
```

```lean
#print axioms ThoulessChart.thouless_chart
#print axioms ThoulessChart.thouless_chart_converse
#print axioms ThoulessChart.virtual_projector_outside_chart
```

```
'ThoulessChart.thouless_chart' depends on axioms: [propext, Classical.choice, Quot.sound]
'ThoulessChart.thouless_chart_converse' depends on axioms: [propext, Classical.choice, Quot.sound]
'ThoulessChart.virtual_projector_outside_chart' depends on axioms: [propext, Classical.choice, Quot.sound]
```
